# In a Boltzmann model with one donor species, charge neutrality fixes the Fermi level and bounds the donor formation energy from below

Take a donor whose formation energy is negative when the Fermi level sits at the valence band edge. If the Fermi level is treated as a free parameter and left there, the Boltzmann factor exceeds one, and the dilute formula predicts more donors than there are sites to hold them. The positive charge of all those donors is also left unbalanced.

Charge neutrality removes the freedom. Donors release electrons, the electrons require a higher Fermi level, and a higher Fermi level makes the donor more expensive. In the model below exactly one Fermi level is neutral. If that level is not above the conduction band edge, the donor formation energy exceeds a constant set by the temperature, the donor charge, the density of donor sites and the effective density of states of the conduction band. The formation energy at the valence band edge does not enter that constant.

## Densities as functions of the Fermi level

```lean
import Mathlib

noncomputable section

namespace DonorCompensation

/-- Density of holes at Fermi level `m`, measured from the valence band edge, with effective
density of states `P` and thermal energy `kT ≠ 0`. -/
def holes (kT P m : ℝ) : ℝ := P * Real.exp (-m / kT)
```

A `def` introduces a function: the arguments stand in parentheses with their type, here the real numbers `ℝ`, and the formula follows `:=`. The name `kT` is a single symbol for the thermal energy. In ordinary notation the hole density is

$$p(m) = P\,e^{-m/kT},$$

where $m$ is the Fermi level measured from the valence band edge and $P$ is the effective density of states of the valence band.

```lean
/-- Density of conduction electrons at Fermi level `m` for band gap `Eg`, effective density of
states `Nc` and thermal energy `kT ≠ 0`. -/
def electrons (kT Nc Eg m : ℝ) : ℝ := Nc * Real.exp ((m - Eg) / kT)
```

The density of conduction electrons is

$$n(m) = N_c\,e^{(m-E_g)/kT},$$

with gap $E_g$ and effective density of states $N_c$. Both carrier densities use Boltzmann statistics, which describes a non-degenerate semiconductor and becomes inaccurate as the Fermi level approaches a band edge.

```lean
/-- Formation energy of a donor of charge `q` at Fermi level `m`; `E` is its value at `m = 0`. -/
def formationEnergy (E : ℝ) (q : ℕ) (m : ℝ) : ℝ := E + q * m
```

The formation energy is $F(m) = E + qm$. The charge `q` is a natural number, which Lean converts to a real number in the product. The constant $E$ stands for everything that does not depend on the Fermi level: total energies, atomic chemical potentials and the position of the valence band edge. Here it is simply a given real number.

```lean
/-- Density of donors with site density `N` in the dilute limit, for thermal energy `kT ≠ 0`. -/
def donors (kT N E : ℝ) (q : ℕ) (m : ℝ) : ℝ :=
  N * Real.exp (-formationEnergy E q m / kT)
```

The donor density is $d(m) = N\,e^{-F(m)/kT}$, with $N$ the density of available sites. This is the dilute limit: donors do not interact, and the filling of sites is not limited. The formula also assumes that the donors are in thermal equilibrium at the temperature contained in `kT`; a donor population frozen in from a higher temperature does not follow it.

```lean
/-- Net charge density: holes plus charged donors minus electrons, for `kT ≠ 0`. -/
def netCharge (kT P Nc N Eg E : ℝ) (q : ℕ) (m : ℝ) : ℝ :=
  holes kT P m + q * donors kT N E q m - electrons kT Nc Eg m
```

The net charge density, in units of the elementary charge, is

$$\rho(m) = p(m) + q\,d(m) - n(m).$$

Neutrality is the equation $\rho(m)=0$. There is one donor species in one charge state, and there are no acceptors.

## Exactly one neutral level

```lean
variable {kT P Nc N : ℝ}

/-- For positive `kT`, `P`, `Nc` and nonnegative `N`, the net charge density strictly decreases
as the Fermi level rises. -/
theorem netCharge_strictAnti (hkT : 0 < kT) (hP : 0 < P) (hNc : 0 < Nc) (hN : 0 ≤ N)
    (Eg E : ℝ) (q : ℕ) : StrictAnti (netCharge kT P Nc N Eg E q) := by
  intro a b hab
  have hq : (q : ℝ) * a ≤ q * b := mul_le_mul_of_nonneg_left hab.le (Nat.cast_nonneg q)
  have h1 : P * Real.exp (-b / kT) < P * Real.exp (-a / kT) :=
    mul_lt_mul_of_pos_left
      (Real.exp_lt_exp.mpr (div_lt_div_of_pos_right (by linarith) hkT)) hP
  have h2 : (q : ℝ) * (N * Real.exp (-(E + q * b) / kT))
      ≤ q * (N * Real.exp (-(E + q * a) / kT)) :=
    mul_le_mul_of_nonneg_left (mul_le_mul_of_nonneg_left
      (Real.exp_le_exp.mpr (div_le_div_of_nonneg_right (by linarith) hkT.le)) hN)
      (Nat.cast_nonneg q)
  have h3 : Nc * Real.exp ((a - Eg) / kT) < Nc * Real.exp ((b - Eg) / kT) :=
    mul_lt_mul_of_pos_left
      (Real.exp_lt_exp.mpr (div_lt_div_of_pos_right (by linarith) hkT)) hNc
  simp only [netCharge, holes, donors, electrons, formationEnergy]
  linarith
```

In a `theorem`, the named items before the last colon are data and hypotheses, and the conclusion stands after it. For instance, `hkT : 0 < kT` is the hypothesis that the thermal energy is positive. The conclusion `StrictAnti` says that $\rho$, as a function of its remaining argument $m$, is strictly decreasing.

By hand, take $a<b$ and compare the three terms:

- $-b/kT < -a/kT$ and $P>0$, so $p(b)<p(a)$. This is `h1`.
- $qa\le qb$, so $F(a)\le F(b)$ and $q\,d(b)\le q\,d(a)$. This is `h2`; for the site density, $N\ge 0$ is enough here, and $q=0$ is allowed.
- $(a-E_g)/kT<(b-E_g)/kT$ and $N_c>0$, so $n(a)<n(b)$. This is `h3`.

Adding them gives $\rho(b)<\rho(a)$. The closing `linarith`, a tactic that combines linear inequalities, does this addition.

```lean
/-- For positive `kT`, `P`, `Nc` and each `K ≥ 0`, there is a nonnegative Fermi level at which the
electron density exceeds the hole density by more than `K`. -/
theorem exists_electrons_gt (hkT : 0 < kT) (hP : 0 < P) (hNc : 0 < Nc) (Eg : ℝ)
    {K : ℝ} (hK : 0 ≤ K) : ∃ m, 0 ≤ m ∧ holes kT P m + K < electrons kT Nc Eg m := by
  have hm : 0 ≤ |Eg| + kT * ((P + K) / Nc) := by positivity
  refine ⟨|Eg| + kT * ((P + K) / Nc), hm, ?_⟩
  generalize hdef : |Eg| + kT * ((P + K) / Nc) = m at hm
  have h1 : Real.exp (-m / kT) ≤ 1 :=
    Real.exp_le_one_iff.mpr (div_nonpos_of_nonpos_of_nonneg (by linarith) hkT.le)
  have h2 : (P + K) / Nc ≤ (m - Eg) / kT := by
    rw [le_div_iff₀ hkT]
    linarith [le_abs_self Eg, mul_comm kT ((P + K) / Nc)]
  have h3 : (P + K) / Nc < Real.exp ((m - Eg) / kT) := by
    linarith [Real.add_one_le_exp ((m - Eg) / kT)]
  rw [div_lt_iff₀ hNc] at h3
  have h4 := mul_le_mul_of_nonneg_left h1 hP.le
  simp only [holes, electrons]
  linarith [mul_comm Nc (Real.exp ((m - Eg) / kT))]
```

This lemma says that for any $K\ge 0$ there is a level $m\ge 0$ with $p(m)+K<n(m)$. The proof names one:

$$m = |E_g| + kT\,\frac{P+K}{N_c}.$$

Since $m\ge 0$, the hole density is at most $P$ (from `h1`). Since $|E_g|\ge E_g$, we have $(m-E_g)/kT \ge (P+K)/N_c$ (`h2`). The inequality $e^x\ge x+1>x$ then gives $e^{(m-E_g)/kT}>(P+K)/N_c$ (`h3`). Multiplying by $N_c$,

$$n(m) > P+K \ge p(m)+K.$$

```lean
/-- For positive `kT`, `P`, `Nc` and nonnegative `N`, exactly one Fermi level makes the crystal
charge neutral. -/
theorem existsUnique_fermiLevel (hkT : 0 < kT) (hP : 0 < P) (hNc : 0 < Nc) (hN : 0 ≤ N)
    (Eg E : ℝ) (q : ℕ) : ∃! m, netCharge kT P Nc N Eg E q m = 0 := by
  have hcont : Continuous (netCharge kT P Nc N Eg E q) := by
    unfold netCharge holes donors electrons formationEnergy
    fun_prop
  -- electrons win at a high Fermi level
  have hhigh : ∃ a, netCharge kT P Nc N Eg E q a ≤ 0 := by
    obtain ⟨m, hm, h⟩ := exists_electrons_gt hkT hP hNc Eg
      (K := q * (N * Real.exp (-E / kT))) (by positivity)
    have hqm : 0 ≤ (q : ℝ) * m := by positivity
    have h2 : (q : ℝ) * (N * Real.exp (-(E + q * m) / kT)) ≤ q * (N * Real.exp (-E / kT)) :=
      mul_le_mul_of_nonneg_left (mul_le_mul_of_nonneg_left
        (Real.exp_le_exp.mpr (div_le_div_of_nonneg_right (by linarith) hkT.le)) hN)
        (Nat.cast_nonneg q)
    refine ⟨m, ?_⟩
    simp only [netCharge, donors, formationEnergy]
    linarith
  -- holes win at a low Fermi level
  have hlow : ∃ b, 0 ≤ netCharge kT P Nc N Eg E q b := by
    obtain ⟨n, hn⟩ : ∃ n, n = Nc * Real.exp (-Eg / kT) := ⟨_, rfl⟩
    have hn0 : 0 < n := by rw [hn]; positivity
    have hx : 0 < kT * (n / P) := by positivity
    refine ⟨-(kT * (n / P)), ?_⟩
    have h1 : Nc * Real.exp ((-(kT * (n / P)) - Eg) / kT) ≤ n := by
      rw [hn] at hx ⊢
      exact mul_le_mul_of_nonneg_left
        (Real.exp_le_exp.mpr (div_le_div_of_nonneg_right (by linarith) hkT.le)) hNc.le
    have h2 : -(-(kT * (n / P))) / kT = n / P := by
      rw [neg_neg, mul_div_cancel_left₀ _ hkT.ne']
    have h3 : n / P < Real.exp (n / P) := by linarith [Real.add_one_le_exp (n / P)]
    have h4 : n < Real.exp (n / P) * P := (div_lt_iff₀ hP).mp h3
    have h5 : 0 ≤ (q : ℝ) * donors kT N E q (-(kT * (n / P))) := by
      unfold donors
      positivity
    simp only [netCharge, holes, electrons]
    rw [h2]
    linarith [mul_comm P (Real.exp (n / P))]
  obtain ⟨m, hm⟩ := mem_range_of_exists_le_of_exists_ge hcont hhigh hlow
  exact ⟨m, hm, fun y hy =>
    (netCharge_strictAnti hkT hP hNc hN Eg E q).injective (hy.trans hm.symm)⟩
```

The symbol `∃!` means "there is exactly one". The theorem therefore says that $\rho(m)=0$ has one and only one real solution, for any real $E$ and $E_g$.

The derivation uses the intermediate value theorem. First, $\rho$ is continuous, being built from exponentials (`hcont`).

For a point where $\rho\le 0$ (`hhigh`), apply the previous lemma with $K = qN e^{-E/kT}$, the donor charge at $m=0$. At the level $m\ge 0$ that it supplies, the donor charge is at most $K$, so

$$\rho(m) \le p(m)+K-n(m) < 0.$$

For a point where $\rho\ge 0$ (`hlow`), let $n_0 = n(0) = N_c e^{-E_g/kT}$, which the code calls `n`, and take $m=-kT\,n_0/P$. This level is negative, so the electron density is at most $n_0$. The hole density is

$$P\,e^{n_0/P} > P\cdot\frac{n_0}{P} = n_0,$$

and the donor charge is not negative. Hence $\rho(m)>0$.

A continuous function that is somewhere at most zero and somewhere at least zero takes the value zero; `mem_range_of_exists_le_of_exists_ge` supplies this. Uniqueness comes from the strict decrease, since two different levels cannot give the same net charge.

## Lower bounds on the formation energy

```lean
/-- In a neutral crystal with positive `kT`, `P`, `Nc`, `N` and donor charge `q ≥ 1`, the donor
formation energy at the Fermi level `m` exceeds `kT log (q N / Nc) + (Eg - m)`. -/
theorem formationEnergy_gt (hkT : 0 < kT) (hP : 0 < P) (hNc : 0 < Nc) (hN : 0 < N)
    {Eg E m : ℝ} {q : ℕ} (hq : 1 ≤ q) (h : netCharge kT P Nc N Eg E q m = 0) :
    kT * Real.log (q * N / Nc) + (Eg - m) < formationEnergy E q m := by
  have hq0 : (0 : ℝ) < q := by exact_mod_cast hq
  simp only [netCharge, holes, donors, electrons] at h
  generalize formationEnergy E q m = F at h ⊢
  -- the donor charge alone is smaller than the electron density
  have h1 : q * (N * Real.exp (-F / kT)) < Nc * Real.exp ((m - Eg) / kT) := by
    linarith [mul_pos hP (Real.exp_pos (-m / kT))]
  have h2 := mul_lt_mul_of_pos_right h1 (Real.exp_pos (F / kT))
  have h3 : Real.exp (-F / kT) * Real.exp (F / kT) = 1 := by
    rw [← Real.exp_add, neg_div, neg_add_cancel, Real.exp_zero]
  have h4 : Real.exp ((m - Eg + F) / kT)
      = Real.exp ((m - Eg) / kT) * Real.exp (F / kT) := by
    rw [← Real.exp_add, add_div]
  have h5 : q * N / Nc < Real.exp ((m - Eg + F) / kT) := by
    rw [div_lt_iff₀ hNc, h4]
    calc (q : ℝ) * N = q * (N * Real.exp (-F / kT)) * Real.exp (F / kT) := by
          linear_combination (-(q : ℝ) * N) * h3
      _ < Nc * Real.exp ((m - Eg) / kT) * Real.exp (F / kT) := h2
      _ = Real.exp ((m - Eg) / kT) * Real.exp (F / kT) * Nc := by ring
  have h6 := (Real.log_lt_iff_lt_exp (by positivity)).mpr h5
  rw [lt_div_iff₀ hkT] at h6
  linarith [mul_comm kT (Real.log (q * N / Nc))]
```

The hypothesis `h` says that $m$ is the neutral level. Now $N>0$ and $q\ge 1$ are required, so that the logarithm has a positive argument. The conclusion is

$$F(m) > kT\ln\frac{qN}{N_c} + (E_g-m).$$

By hand, neutrality gives $q\,d(m)=n(m)-p(m)$. Holes have positive density, so the donor charge is smaller than the electron density (`h1`):

$$qN\,e^{-F/kT} < N_c\,e^{(m-E_g)/kT}.$$

Multiply by $e^{F/kT}$ (`h2`) and divide by $N_c$ (`h5`):

$$\frac{qN}{N_c} < e^{(m-E_g+F)/kT}.$$

The logarithm (`h6`) and multiplication by $kT$ give the claim. In the code, `generalize` replaces the formation energy by the single letter `F`, because its form $E+qm$ plays no part here. `h3` and `h4` are the two rules for exponentials that the middle step uses.

Acceptors would add negative charge to the balance. The donor charge could then exceed the electron density, and this argument would fail at its first inequality.

```lean
/-- In a neutral crystal with positive `kT`, `P`, `Nc`, `N`, donor charge `q ≥ 1` and Fermi level
not above the conduction band edge, the donor formation energy exceeds `kT log (q N / Nc)`. -/
theorem formationEnergy_gt_of_le_gap (hkT : 0 < kT) (hP : 0 < P) (hNc : 0 < Nc) (hN : 0 < N)
    {Eg E m : ℝ} {q : ℕ} (hq : 1 ≤ q) (h : netCharge kT P Nc N Eg E q m = 0)
    (hm : m ≤ Eg) : kT * Real.log (q * N / Nc) < E + q * m := by
  have := formationEnergy_gt hkT hP hNc hN hq h
  unfold formationEnergy at this
  linarith
```

If $m\le E_g$, the term $E_g-m$ is not negative and can be discarded:

$$E+qm > kT\ln\frac{qN}{N_c}.$$

The right-hand side contains neither $E$ nor $m$. When $qN\ge N_c$ it is at least zero, so the formation energy at the neutral level is positive. When $qN<N_c$ the bound is negative and does not by itself rule out a negative formation energy. Such a value would mean more donors than sites, so the dilute formula would not apply. In terms of density, the same inequality reads $d(m)<N_c/q$.

The condition $m\le E_g$ is assumed, not derived from neutrality. Because $\rho$ decreases, it can be tested at one point: the neutral level lies at or below the band edge exactly when $\rho(E_g)\le 0$. Some upper limit on $m-E_g$ is needed for a bound of this kind. At fixed gap, choose $m$ far above the edge and set $E$ so that the donors balance the carriers there; the donor density must then be enormous, and $F$ correspondingly negative.

```lean
/-- In a neutral crystal with positive `kT`, `P`, `Nc`, `N` and `q ≥ 1`, the donor formation energy
exceeds `(E + q (Eg + kT log (q N / Nc))) / (q + 1)`. -/
theorem formationEnergy_gt_explicit (hkT : 0 < kT) (hP : 0 < P) (hNc : 0 < Nc) (hN : 0 < N)
    {Eg E m : ℝ} {q : ℕ} (hq : 1 ≤ q) (h : netCharge kT P Nc N Eg E q m = 0) :
    (E + q * (Eg + kT * Real.log (q * N / Nc))) / (q + 1) < formationEnergy E q m := by
  have hq0 : (0 : ℝ) < q := by exact_mod_cast hq
  have h1 := mul_lt_mul_of_pos_left (formationEnergy_gt hkT hP hNc hN hq h) hq0
  rw [div_lt_iff₀ (by positivity)]
  unfold formationEnergy at h1 ⊢
  linarith

end DonorCompensation
```

The last theorem has no condition on where $m$ lies. Its bound depends on $E$ and $E_g$ instead:

$$F(m) > \frac{E+q\left(E_g+kT\ln\frac{qN}{N_c}\right)}{q+1}.$$

To obtain it, multiply the bound of `formationEnergy_gt` by $q$ and substitute $qm=F-E$:

$$qF > q\left(kT\ln\frac{qN}{N_c}+E_g\right) - F + E.$$

Moving $F$ to the left and dividing by $q+1$ finishes the derivation. In the code, `h1` is the multiplied inequality, and `linarith` does the rearrangement once `formationEnergy` has been unfolded to $E+qm$. Lowering $E$ by an amount $\Delta$ lowers this bound by only $\Delta/(q+1)$, which is half of $\Delta$ for a singly charged donor. The formation energy itself changes at about this rate when the hole density is negligible beside the donor charge. When the donor charge is small compared with the carrier densities, the Fermi level hardly moves and the formation energy falls by nearly the full $\Delta$.

```lean
#print axioms DonorCompensation.existsUnique_fermiLevel
-- 'DonorCompensation.existsUnique_fermiLevel' depends on axioms: [propext, Classical.choice, Quot.sound]
#print axioms DonorCompensation.formationEnergy_gt_of_le_gap
-- 'DonorCompensation.formationEnergy_gt_of_le_gap' depends on axioms: [propext, Classical.choice, Quot.sound]
#print axioms DonorCompensation.formationEnergy_gt_explicit
-- 'DonorCompensation.formationEnergy_gt_explicit' depends on axioms: [propext, Classical.choice, Quot.sound]
```

## From supercell energies to a donor density

In a defect calculation, $E$ is assembled from supercell results. One takes the total energy of the charged defect cell, subtracts that of the perfect cell, accounts for atoms exchanged with their reservoirs, adds $q$ times the energy of the valence band edge, and includes the finite-size correction for the charged cell. For this one charge state, the plot of formation energy against Fermi level is then the line $E+qm$.

The neutral level picks one point on that line. With $P$, $N_c$ and $N$ given at the chosen temperature, one can find it numerically by evaluating $\rho$ at a trial $m$. A positive value means that the solution lies higher, a negative value that it lies lower. Once two trial levels with opposite signs of $\rho$ are known, repeated halving of the interval between them closes in on the solution. The formation energy and donor density are then evaluated at that level. For this single-donor Boltzmann model, the theorems say that the search has exactly one target and that a negative stretch of the line near the valence band edge does not by itself imply a negative formation energy in the neutral crystal. Calculations with several defects, or with Fermi–Dirac occupation of a computed density of states, solve a neutrality equation with additional or different terms, to which these bounds do not directly apply.
